# Repeatedly squaring the odds of a linear guess converges to the Fermi function

A finite-temperature electronic-structure code can build its one-electron density matrix without diagonalising the one-electron Hamiltonian, given as a matrix $H$ in an orthonormal basis. With chemical potential $\mu$ and inverse temperature $\beta$, it starts from $X=\tfrac12 I-\beta(H-\mu I)/2^{k+2}$ and $k$ times replaces $X$ by the solution $Y$ of

$$\bigl(X^2+(I-X)^2\bigr)\,Y=X^2 .$$

For Hermitian $H$ each of these linear systems is positive definite, and each eigenvalue of $X$ follows a scalar recursion of its own. The theorems below concern that scalar recursion, for real energies and in exact arithmetic.

```lean
import Mathlib

open Filter Topology

namespace RecursiveFermiConvergence

noncomputable section
```

The file loads the Mathlib library and opens the notation for limits.

## The recursion and its target

```lean
/-- One step of the recursion for an occupation `p`. -/
def oddsStep (p : ℝ) : ℝ := p ^ 2 / (p ^ 2 + (1 - p) ^ 2)
```

One step sends an occupation $p$ to $T(p)=p^2/(p^2+(1-p)^2)$. The type `ℝ` admits every real number, not only those between 0 and 1.

```lean
/-- The odds of an occupation: the ratio of occupied to empty weight. -/
def odds (p : ℝ) : ℝ := p / (1 - p)
```

The odds are $p/(1-p)$. Lean sets division by zero to zero, so the value at $p=1$ is meaningless, and the theorem about odds excludes it.

```lean
/-- The Fermi function of the reduced energy `x`. -/
def fermi (x : ℝ) : ℝ := 1 / (1 + Real.exp x)
```

This is $f(x)=1/(1+e^x)$, where $x=\beta(E-\mu)$ is the energy $E$ measured from the chemical potential in units of temperature.

```lean
/-- The recursive expansion of order `k`: a linear guess followed by `k` steps. -/
def fermiApprox (k : ℕ) (x : ℝ) : ℝ := oddsStep^[k] (1 / 2 - x / 2 ^ (k + 2))
```

The notation `oddsStep^[k]` means $k$ applications of $T$, not a power. The guess is the Fermi function linearised at high temperature: $f(y)\approx\tfrac12-y/4$ with $y=x/2^k$. Since $f(y)$ has odds $e^{-y}$, squaring the odds doubles $y$, and $k$ doublings bring it back to $x$. The guess changes with $k$, so each order is a fresh run.

## What one step does

```lean
/-- The denominator of the recursion step is positive for every real occupation. -/
theorem step_den_pos (p : ℝ) : 0 < p ^ 2 + (1 - p) ^ 2 := by
  nlinarith [sq_nonneg (2 * p - 1)]
```

By hand, $p^2+(1-p)^2=\tfrac12\bigl[(2p-1)^2+1\bigr]>0$. The tactic `nlinarith` finds this from the hint that $(2p-1)^2\ge0$.

```lean
/-- The hole occupation after one step. -/
theorem one_sub_oddsStep (p : ℝ) :
    1 - oddsStep p = (1 - p) ^ 2 / (p ^ 2 + (1 - p) ^ 2) := by
  have hD := (step_den_pos p).ne'
  unfold oddsStep
  rw [eq_div_iff hD, sub_mul, div_mul_cancel₀ _ hD]
  ring
```

Write $D=p^2+(1-p)^2$. Then $1-T(p)=(D-p^2)/D=(1-p)^2/D$. The proof clears the denominator, and `ring` finishes the algebra.

```lean
/-- A fractional occupation strictly between 0 and 1 stays so after a step. -/
theorem oddsStep_mem_Ioo {p : ℝ} (hp : p ∈ Set.Ioo (0 : ℝ) 1) :
    oddsStep p ∈ Set.Ioo (0 : ℝ) 1 := by
  have h1 : 0 < p ^ 2 := pow_pos hp.1 2
  have h2 : 0 < (1 - p) ^ 2 := pow_pos (sub_pos.2 hp.2) 2
  unfold oddsStep
  exact ⟨div_pos h1 (step_den_pos p), (div_lt_one (step_den_pos p)).2 (by linarith)⟩
```

`Set.Ioo 0 1` is the open interval $(0,1)$. If $0<p<1$, both squares are positive, so $0<p^2<D$ and hence $0<T(p)<1$.

```lean
/-- If an occupation differs from 1, so does its image under a step, and the step
squares the odds. -/
theorem odds_oddsStep {p : ℝ} (hp : p ≠ 1) :
    oddsStep p ≠ 1 ∧ odds (oddsStep p) = odds p ^ 2 := by
  have hD := (step_den_pos p).ne'
  have hq : 1 - p ≠ 0 := sub_ne_zero.2 hp.symm
  have h1 := one_sub_oddsStep p
  constructor
  · intro h
    rw [h, sub_self] at h1
    exact (div_ne_zero (pow_ne_zero 2 hq) hD) h1.symm
  · unfold odds
    rw [h1]
    unfold oddsStep
    rw [div_div_div_cancel_right₀ hD, div_pow]
```

For $p\ne1$ the hole occupation $(1-p)^2/D$ is nonzero, so $T(p)\ne1$. Dividing the particle occupation by it cancels $D$:

$$\frac{T(p)}{1-T(p)}=\frac{p^2/D}{(1-p)^2/D}=\left(\frac{p}{1-p}\right)^2 .$$

The two bullets in the proof are these two claims.

## All the steps at once

```lean
/-- Closed form of `k` steps: particle and hole weights are raised to the power `2 ^ k`
and normalised. -/
theorem iterate_oddsStep (k : ℕ) (p : ℝ) :
    oddsStep^[k] p = p ^ (2 ^ k) / (p ^ (2 ^ k) + (1 - p) ^ (2 ^ k)) := by
  induction k generalizing p with
  | zero => simp
  | succ k ih =>
    have hD : (p ^ 2 + (1 - p) ^ 2) ^ (2 ^ k) ≠ 0 := pow_ne_zero _ (step_den_pos p).ne'
    rw [Function.iterate_succ_apply, ih, one_sub_oddsStep]
    unfold oddsStep
    -- the common normalisation cancels
    rw [div_pow, div_pow, ← add_div, div_div_div_cancel_right₀ hD, ← pow_mul, ← pow_mul,
      ← pow_succ']
```

With $N=2^k$, the claim is $T^k(p)=p^N/(p^N+(1-p)^N)$, where $T^k$ denotes $k$ applications. For $k=0$ the right side is $p$. For the induction step, apply the formula for $k$ to the occupation $T(p)$:

$$\frac{(p^2/D)^N}{(p^2/D)^N+((1-p)^2/D)^N}=\frac{p^{2N}}{p^{2N}+(1-p)^{2N}},$$

and $2N=2^{k+1}$. The word `generalizing` keeps $p$ free, so that the formula can be used at $T(p)$.

```lean
/-- Started from `(1 - u) / 2` with `|u| < 1`, the recursion gives exactly a Fermi function,
at the reduced energy `2 ^ k * (log (1 + u) - log (1 - u))`. -/
theorem iterate_eq_fermi (k : ℕ) {u : ℝ} (hu : |u| < 1) :
    oddsStep^[k] ((1 - u) / 2) =
      fermi (2 ^ k * (Real.log (1 + u) - Real.log (1 - u))) := by
  have hm : 0 < 1 - u := by linarith [(abs_lt.1 hu).2]
  have hp : 0 < 1 + u := by linarith [(abs_lt.1 hu).1]
  have hE : Real.exp (2 ^ k * (Real.log (1 + u) - Real.log (1 - u))) =
      (1 + u) ^ (2 ^ k) / (1 - u) ^ (2 ^ k) := by
    have h := Real.exp_nat_mul (Real.log (1 + u) - Real.log (1 - u)) (2 ^ k)
    rw [Real.exp_sub, Real.exp_log hp, Real.exp_log hm, div_pow] at h
    push_cast at h
    exact h
  have key : ∀ a b : ℝ, 0 < a → a / (a + b) = 1 / (1 + b / a) := by
    intro a b ha
    have h : 1 + b / a = (a + b) / a := by rw [add_div, div_self ha.ne']
    rw [h, one_div_div]
  have h2 : (2 : ℝ) ^ (2 ^ k) ≠ 0 := pow_ne_zero _ two_ne_zero
  have h3 : 1 - (1 - u) / 2 = (1 + u) / 2 := by ring
  unfold fermi
  rw [hE, iterate_oddsStep, h3, div_pow, div_pow, ← add_div, div_div_div_cancel_right₀ h2]
  exact key _ _ (pow_pos hm _)
```

Put $p=(1-u)/2$ with $|u|<1$, so that $1-p=(1+u)/2$. The factors $2^{-N}$ cancel, leaving

$$T^k(p)=\frac{(1-u)^N}{(1-u)^N+(1+u)^N}=\frac1{1+\left(\frac{1+u}{1-u}\right)^N}=f(NL),$$

where $L=\log(1+u)-\log(1-u)$. The recursion therefore returns an exact Fermi function, evaluated at $NL$, whereas the guess $(1-u)/2$ was meant for the reduced energy $2Nu$. The two agree at $u=0$, and the next section bounds the difference between $L$ and $2u$ for $|u|\le\tfrac12$. In the proof, `hE` rewrites the exponential as the ratio of powers, and `key` divides through by the numerator.

## How wrong the energy is

```lean
/-- The Fermi function changes by at most the change of the reduced energy. -/
theorem abs_fermi_sub_le (x y : ℝ) : |fermi y - fermi x| ≤ |y - x| := by
  have key : ∀ a b : ℝ, a ≤ b → 0 ≤ fermi a - fermi b ∧ fermi a - fermi b ≤ b - a := by
    intro a b hab
    have ha := Real.exp_pos a
    have hb := Real.exp_pos b
    have hle : Real.exp a ≤ Real.exp b := Real.exp_le_exp.2 hab
    have hD : 0 < (1 + Real.exp a) * (1 + Real.exp b) := by positivity
    have e : fermi a - fermi b =
        (Real.exp b - Real.exp a) / ((1 + Real.exp a) * (1 + Real.exp b)) := by
      unfold fermi
      rw [div_sub_div _ _ (by positivity) (by positivity)]
      congr 1
      ring
    rw [e]
    refine ⟨div_nonneg (by linarith) hD.le, (div_le_iff₀ hD).2 ?_⟩
    have h1 := mul_le_mul_of_nonneg_right (Real.add_one_le_exp (a - b)) hb.le
    rw [← Real.exp_add, sub_add_cancel] at h1
    have h2 : Real.exp b ≤ (1 + Real.exp a) * (1 + Real.exp b) := by
      nlinarith [mul_pos ha hb]
    have h3 := mul_le_mul_of_nonneg_left h2 (sub_nonneg.2 hab)
    linarith
  rcases le_total x y with h | h
  · rw [abs_sub_comm (fermi y), abs_of_nonneg (key x y h).1, abs_of_nonneg (sub_nonneg.2 h)]
    exact (key x y h).2
  · rw [abs_sub_comm y x, abs_of_nonneg (key y x h).1, abs_of_nonneg (sub_nonneg.2 h)]
    exact (key y x h).2
```

This says $|f(y)-f(x)|\le|y-x|$. For $a\le b$,

$$f(a)-f(b)=\frac{e^b-e^a}{(1+e^a)(1+e^b)}\ge0 .$$

From $1+t\le e^t$ at $t=a-b$ we get $e^b-e^a=e^b(1-e^{a-b})\le e^b(b-a)$. The denominator is at least $e^b$, so the quotient is at most $b-a$. The last lines treat the two orderings of $x$ and $y$.

```lean
/-- For `|u| ≤ 1/2` the logarithmic difference equals `2 * u` up to a cubic error. -/
theorem abs_log_diff_le {u : ℝ} (hu : |u| ≤ 1 / 2) :
    |Real.log (1 + u) - Real.log (1 - u) - 2 * u| ≤ 4 * |u| ^ 3 := by
  have s : ∀ v : ℝ, ∑ i ∈ Finset.range 2, v ^ (i + 1) / ((i : ℝ) + 1) = v + v ^ 2 / 2 := by
    intro v
    norm_num [Finset.sum_range_succ]
  have h1 : |u + u ^ 2 / 2 + Real.log (1 - u)| ≤ |u| ^ 3 / (1 - |u|) := by
    have h := Real.abs_log_sub_add_sum_range_le (x := u) (by linarith) 2
    rw [s] at h
    exact h
  have h2 : |-u + u ^ 2 / 2 + Real.log (1 + u)| ≤ |u| ^ 3 / (1 - |u|) := by
    have h := Real.abs_log_sub_add_sum_range_le (x := -u) (by rw [abs_neg]; linarith) 2
    rw [s, neg_sq, abs_neg, sub_neg_eq_add] at h
    exact h
  have hb : |u| ^ 3 / (1 - |u|) ≤ 2 * |u| ^ 3 := by
    rw [div_le_iff₀ (by linarith)]
    nlinarith [mul_nonneg (pow_nonneg (abs_nonneg u) 3) (by linarith : 0 ≤ 1 - 2 * |u|)]
  -- the quadratic terms cancel in the difference
  rw [abs_le] at h1 h2 ⊢
  constructor <;> linarith [h1.1, h1.2, h2.1, h2.2]
```

Mathlib supplies the Taylor estimate $|v+v^2/2+\log(1-v)|\le|v|^3/(1-|v|)$ for $|v|<1$. It is used at $v=u$ and $v=-u$; since $|u|\le\tfrac12$, each error is at most $2|u|^3$. Subtracting the two expressions cancels the quadratic terms and gives $|L-2u|\le4|u|^3$.

## The error bound and the limit

```lean
/-- Error bound: for `|x| ≤ 2 ^ k` the expansion of order `k` differs from the Fermi function
by at most `|x| ^ 3 / (2 * 4 ^ k)`. -/
theorem fermiApprox_error (k : ℕ) (x : ℝ) (hx : |x| ≤ 2 ^ k) :
    |fermiApprox k x - fermi x| ≤ |x| ^ 3 / (2 * 4 ^ k) := by
  have hc : (0 : ℝ) < 2 ^ k := by positivity
  -- rescale the energy
  obtain ⟨u, hu⟩ : ∃ u : ℝ, x = 2 ^ k * (2 * u) := ⟨x / 2 ^ k / 2, by field_simp⟩
  subst hu
  have habs : |2 ^ k * (2 * u)| = 2 ^ k * (2 * |u|) := by
    rw [abs_mul, abs_of_pos hc, abs_mul, abs_two]
  have hu : |u| ≤ 1 / 2 := by
    rw [habs] at hx
    have h := le_of_mul_le_mul_left (by linarith : 2 ^ k * (2 * |u|) ≤ 2 ^ k * 1) hc
    linarith
  have hs : 1 / 2 - 2 ^ k * (2 * u) / 2 ^ (k + 2) = (1 - u) / 2 := by
    have h : 2 ^ k * (2 * u) / 2 ^ (k + 2) = u / 2 := by
      rw [div_eq_iff (by positivity), pow_add]
      ring
    rw [h]
    ring
  have h4 : (4 : ℝ) ^ k = 2 ^ k * 2 ^ k := by
    rw [← mul_pow]
    norm_num
  unfold fermiApprox
  rw [hs, iterate_eq_fermi k (by linarith)]
  refine (abs_fermi_sub_le _ _).trans ?_
  rw [← mul_sub, abs_mul, abs_of_pos hc]
  refine (mul_le_mul_of_nonneg_left (abs_log_diff_le hu) hc.le).trans (le_of_eq ?_)
  rw [habs, h4, eq_div_iff (by positivity)]
  ring
```

Set $u=x/2^{k+1}$. The hypothesis $|x|\le2^k$ gives $|u|\le\tfrac12$, and the guess becomes $(1-u)/2$. Since $x=2^k\cdot2u$, the preceding three results combine to

$$|T^k(\text{guess})-f(x)|\le2^k|L-2u|\le2^k\cdot4|u|^3=\frac{|x|^3}{2\cdot4^k}.$$

In the proof, `hs` identifies the guess, and the lines after `unfold fermiApprox` follow this chain from left to right.

In a calculation, $x$ ranges over the spectrum of $\beta(H-\mu I)$, and the bound tells how many steps suffice. If $|x|\le100$ throughout, it guarantees that $k=20$ keeps the error in each occupation below $10^{-6}$, apart from rounding and solver errors. The bound is cautious, because it ignores how flat the Fermi function is far from the chemical potential: in this example $k=10$ is already enough.

```lean
/-- On every bounded window of reduced energies the recursive expansion converges uniformly
to the Fermi function. -/
theorem fermiApprox_tendstoUniformlyOn (W : ℝ) :
    TendstoUniformlyOn fermiApprox fermi atTop (Set.Icc (-W) W) := by
  rw [Metric.tendstoUniformlyOn_iff]
  intro ε hε
  have t2 := tendsto_pow_atTop_atTop_of_one_lt (by norm_num : (1 : ℝ) < 2)
  have t4 := tendsto_pow_atTop_atTop_of_one_lt (by norm_num : (1 : ℝ) < 4)
  filter_upwards [t2.eventually_ge_atTop W, t4.eventually_gt_atTop (W ^ 3 / ε)]
    with k h2 h4 x hx
  have hxW : |x| ≤ W := abs_le.2 hx
  have h3 : |x| ^ 3 ≤ W ^ 3 := pow_le_pow_left₀ (abs_nonneg x) hxW 3
  rw [div_lt_iff₀ hε] at h4
  have hpos : 0 < (4 : ℝ) ^ k * ε := by positivity
  rw [dist_comm, Real.dist_eq]
  refine (fermiApprox_error k x (hxW.trans h2)).trans_lt ?_
  rw [div_lt_iff₀ (by positivity)]
  linarith
```

On the window $[-W,W]$ one $k$ serves all energies. Given a tolerance $\varepsilon>0$, take $k$ so large that $2^k\ge W$ and $4^k>W^3/\varepsilon$. The error is then at most $W^3/(2\cdot4^k)<\varepsilon$. `filter_upwards` collects the two conditions, which hold for all sufficiently large $k$. For negative $W$ the window is empty and there is nothing to check.

```lean
/-- For every real `x`, applying the step `k` times to `1/2 - x / 2 ^ (k + 2)` converges to
`1 / (1 + exp x)` as `k` grows. -/
theorem recursive_fermi_tendsto (x : ℝ) :
    Tendsto (fun k : ℕ => oddsStep^[k] (1 / 2 - x / 2 ^ (k + 2))) atTop
      (𝓝 (1 / (1 + Real.exp x))) :=
  (fermiApprox_tendstoUniformlyOn |x|).tendsto_at ⟨neg_abs_le x, le_abs_self x⟩

end

end RecursiveFermiConvergence
```

`Tendsto … atTop (𝓝 …)` is Lean's way of writing a limit as $k\to\infty$. For every fixed real $x$,

$$\lim_{k\to\infty}T^k\!\left(\frac12-\frac{x}{2^{k+2}}\right)=\frac1{1+e^x}.$$

The proof applies uniform convergence on the window $[-|x|,|x|]$, which contains $x$.

```lean
#print axioms RecursiveFermiConvergence.oddsStep_mem_Ioo
-- 'RecursiveFermiConvergence.oddsStep_mem_Ioo' depends on axioms: [propext, Classical.choice, Quot.sound]
#print axioms RecursiveFermiConvergence.odds_oddsStep
-- 'RecursiveFermiConvergence.odds_oddsStep' depends on axioms: [propext, Classical.choice, Quot.sound]
#print axioms RecursiveFermiConvergence.fermiApprox_tendstoUniformlyOn
-- 'RecursiveFermiConvergence.fermiApprox_tendstoUniformlyOn' depends on axioms: [propext, Classical.choice, Quot.sound]
#print axioms RecursiveFermiConvergence.recursive_fermi_tendsto
-- 'RecursiveFermiConvergence.recursive_fermi_tendsto' depends on axioms: [propext, Classical.choice, Quot.sound]
```
